# The mean energy and imaginary-time correlation function of a normalised state in a finite-dimensional system are sums over energy eigenstates with the same weights

Let `A` be a finite complex Hermitian matrix, the Hamiltonian, and `v` any vector, not necessarily normalised. The theorem `spectral_representation` states that `A` can be written as U D U† with U unitary and D real diagonal, so that the squared norm of `v` is the sum of the weights |(U†v)ᵢ|², the real part of ⟨v, A v⟩ is the sum of the weights times the eigenvalues eᵢ, and ⟨v, exp(−tA) v⟩ is, for every real t, the sum of the weights times exp(−t eᵢ). For a unit vector the weights are probabilities and the second sum is the mean energy; for any other nonzero vector, the mean energy is that sum divided by the squared norm. The attempt diagonalises `A`, moves the exponential onto the diagonal entries, and applies a lemma for the quadratic form of U D U† in each of the three cases.

An attempt in Lean 4 with a fault in it:

```lean
import Mathlib

open Matrix

namespace SpectralRepresentation

noncomputable section

variable {n : Type*} [Fintype n] [DecidableEq n]

/-- The imaginary-time correlation function `⟨v, exp(-tA) v⟩`. -/
def corr (A : Matrix n n ℂ) (v : n → ℂ) (t : ℝ) : ℂ :=
  star v ⬝ᵥ (NormedSpace.exp ((-(t : ℂ)) • A) *ᵥ v)

omit [DecidableEq n] in
/-- The real part of `⟨v, A v⟩`, the mean energy when `v` is a unit vector. -/
def meanEnergy (A : Matrix n n ℂ) (v : n → ℂ) : ℝ :=
  (star v ⬝ᵥ (A *ᵥ v)).re

/-- The squared modulus of the overlap of `v` with column `i` of `U`. -/
def weight (U : Matrix n n ℂ) (v : n → ℂ) (i : n) : ℝ :=
  Complex.normSq ((Uᴴ *ᵥ v) i)

/-- The quadratic form of `U D Uᴴ`, with `D` diagonal, is the sum of the diagonal entries
of `D` multiplied by the weights of `v`. -/
theorem quadratic_form (U : Matrix n n ℂ) (d : n → ℂ) (v : n → ℂ) :
    star v ⬝ᵥ ((U * diagonal d * Uᴴ) *ᵥ v) = ∑ i, (weight U v i : ℂ) * d i := by
  have h : star v ᵥ* U = star (Uᴴ *ᵥ v) := by
    rw [star_mulVec, conjTranspose_conjTranspose]
  rw [← mulVec_mulVec, ← mulVec_mulVec, Matrix.dotProduct_mulVec, h]
  simp only [dotProduct, mulVec_diagonal, Pi.star_apply, weight]
  refine Finset.sum_congr rfl fun i _ => ?_
  rw [Complex.normSq_eq_conj_mul_self, Complex.star_def]
  ring

/-- A Hermitian matrix is diagonalised by a unitary matrix, with real eigenvalues. -/
theorem diagonalise {A : Matrix n n ℂ} (hA : A.IsHermitian) :
    ∃ (U : Matrix n n ℂ) (e : n → ℝ), U * Uᴴ = 1 ∧
      A = U * diagonal (fun i => (e i : ℂ)) * Uᴴ := by
  refine ⟨hA.eigenvectorUnitary, hA.eigenvalues,
    mem_unitaryGroup_iff.mp hA.eigenvectorUnitary.2, ?_⟩
  have h := hA.spectral_theorem
  rw [Unitary.conjStarAlgAut_apply] at h
  exact h

/-- Spectral representation: for Hermitian `A`, the squared norm of `v`, the real part of `⟨v, A v⟩`
and the correlation function of `v` are sums over eigenstates with the same weights. -/
theorem spectral_representation {A : Matrix n n ℂ} (hA : A.IsHermitian) (v : n → ℂ) :
    ∃ (U : Matrix n n ℂ) (e : n → ℝ), U * Uᴴ = 1 ∧
      A = U * diagonal (fun i => (e i : ℂ)) * Uᴴ ∧
      star v ⬝ᵥ v = ((∑ i, weight U v i : ℝ) : ℂ) ∧
      meanEnergy A v = ∑ i, weight U v i * e i ∧
      ∀ t : ℝ, corr A v t = ((∑ i, weight U v i * Real.exp (-t * e i) : ℝ) : ℂ) := by
  obtain ⟨U, e, hU, hD⟩ := diagonalise hA
  refine ⟨U, e, hU, hD, ?_, ?_, fun t => ?_⟩
  · have h := quadratic_form U (fun _ => 1) v
    rw [diagonal_one, mul_one, hU, one_mulVec] at h
    rw [h]
    simp only [Complex.ofReal_sum, mul_one]
  · have h := quadratic_form U (fun i => (e i : ℂ)) v
    rw [← hD] at h
    unfold meanEnergy
    rw [h]
    simp only [Complex.re_sum, Complex.re_ofReal_mul, Complex.ofReal_re]
  · -- the exponential acts on the eigenvalues
    have hinv : U⁻¹ = Uᴴ := inv_eq_right_inv hU
    have hunit : IsUnit U := ⟨⟨U, Uᴴ, hU, mul_eq_one_comm.mp hU⟩, rfl⟩
    have hd : diagonal (fun i => -(t : ℂ) * (e i : ℂ)) =
        (-(t : ℂ)) • diagonal (fun i => (e i : ℂ)) := by
      rw [← diagonal_smul]; rfl
    have hs : (-(t : ℂ)) • A = U * diagonal (fun i => -(t : ℂ) * (e i : ℂ)) * U⁻¹ := by
      rw [hinv, hd, Matrix.mul_smul, Matrix.smul_mul, ← hD]
    have hp : NormedSpace.exp (fun i => -(t : ℂ) * (e i : ℂ)) =
        fun i => ((Real.exp (-t * e i) : ℝ) : ℂ) := by
      funext i
      rw [Pi.exp_apply, ← Complex.exp_eq_exp_ℂ]
      simp
    unfold corr
    rw [hs, Matrix.exp_conj _ _ hunit, Matrix.exp_diagonal, hinv, hp, quadratic_form]
    simp only [Complex.ofReal_sum, Complex.ofReal_mul]

end

end SpectralRepresentation
```

Compiling this gives:

```
Main.lean:76:10: error(lean.unknownIdentifier): Unknown identifier `Pi.exp_apply`
```

As a diff, the version that Lean accepts:

```diff
@@ -74,5 +74,9 @@
         fun i => ((Real.exp (-t * e i) : ℝ) : ℂ) := by
       funext i
-      rw [Pi.exp_apply, ← Complex.exp_eq_exp_ℂ]
+      have h : NormedSpace.exp (fun j => -(t : ℂ) * (e j : ℂ)) i =
+          NormedSpace.exp (-(t : ℂ) * (e i : ℂ)) :=
+        NormedSpace.map_exp (Pi.evalRingHom (fun _ : n => ℂ) i) (continuous_apply i)
+          (fun j => -(t : ℂ) * (e j : ℂ))
+      rw [h, ← Complex.exp_eq_exp_ℂ]
       simp
     unfold corr
```

Cause. The message says that Lean finds no declaration called `Pi.exp_apply` under the names available at that point, so the `rw` that cites it fails. The step needed there is that the exponential of a function, taken in the algebra of functions from `n` to ℂ, has as its value at `i` the exponential of the function's value at `i`.

The repair proves this fact on the spot, as `h`. Evaluation at `i` is a ring homomorphism, `Pi.evalRingHom`, and it is continuous by `continuous_apply i`. `NormedSpace.map_exp` says that such a map may be exchanged with the exponential, which is exactly the equation wanted. Rewriting with `h` then leaves the exponential of a single complex number, which `← Complex.exp_eq_exp_ℂ` turns into `Complex.exp`, and the `simp` that was already there finishes the step. The mathematical argument is unchanged.
